# All odd observables have zero expectation in all ground states of a finite Hermitian matrix exactly when these states share one parity

An exact-diagonalisation code for a ferromagnetic Ising model checks its output by asserting that the magnetisation is zero, because the Hamiltonian commutes with the global spin flip. At zero transverse field the check can fail although nothing is wrong with the code. The lowest level contains states of both parities, and the eigensolver may return any combination of them. Commutation with the symmetry does not justify the assertion; the condition below does.

Let \(H\) and \(P\) be Hermitian matrices on a finite, nonempty index set, with \(P^2=1\) and \(HP=PH\). A ground state is a nonzero eigenvector of \(H\) with the lowest eigenvalue. An odd observable is a Hermitian \(O\) with \(PO=-OP\). Then

\[
v^\dagger O v=0\ \text{ for all ground states } v \text{ and all odd } O
\iff
Pv=cv\ \text{ for all ground states } v,\ \text{with one sign } c=\pm1 .
\]

## Checking parity on the whole lowest level

For a finite system, one sign on the whole lowest level is enough to justify asserting that an odd order parameter is zero. It is also necessary if the assertion is to hold for every odd observable in every ground state that the solver might return. If the columns of \(V\) are an orthonormal basis of the complete lowest eigenspace, the condition is \(V^\dagger PV=\pm1\). When the level is degenerate, the parity of a single returned eigenvector justifies the assertion for that vector only.

## From one sign to zero expectations, and back

**One sign gives zero.** Let \(Pv=cv\) with \(c=\pm1\). Since \(P\) is Hermitian,

\[
c\,v^\dagger Ov=(Pv)^\dagger Ov=v^\dagger POv=-v^\dagger OPv=-c\,v^\dagger Ov ,
\]

so \(v^\dagger Ov=0\).

**Without one sign, both parities occur.** Suppose \(P\) is neither \(1\) on all ground states nor \(-1\) on all of them. Then there are ground states \(w\) with \(Pw\neq-w\) and \(v\) with \(Pv\neq v\). Set

\[
a=w+Pw\neq0,\qquad b=v-Pv\neq0 .
\]

From \(P^2=1\) follow \(Pa=a\) and \(Pb=-b\). If \(Hw=Ew\), then \(HPw=PHw=EPw\), so \(Ha=Ea\); the same argument applies to \(b\). Both energies are minimal, hence equal, and \(H(a+b)=E(a+b)\).

**Their sum has a nonzero odd expectation.** The two states are orthogonal, because \(a^\dagger b=(Pa)^\dagger b=a^\dagger Pb=-a^\dagger b\). Take the Hermitian matrix \(T=ab^\dagger+ba^\dagger\). It is odd:

\[
PT=ab^\dagger-ba^\dagger,\qquad TP=-ab^\dagger+ba^\dagger .
\]

Orthogonality gives \(T(a+b)=|b|^2a+|a|^2b\), and therefore

\[
(a+b)^\dagger T(a+b)=2|a|^2|b|^2\neq0 .
\]

In particular \(a+b\neq0\), so it is a ground state that violates the selection rule. Its normalised expectation is \(2|a|^2|b|^2/(|a|^2+|b|^2)\).

**The sign is unique.** A Hermitian matrix on a nonempty finite index set has an eigenbasis with real eigenvalues, so a ground state \(g\) exists. If \(cg=dg\), then \(c=d\).

## Two spins with and without a transverse field

Take \(H=-\sigma^z_1\sigma^z_2\) and \(P=\sigma^x_1\sigma^x_2\). The ground states are the nonzero combinations of \(\uparrow\uparrow\) and \(\downarrow\downarrow\), with energy \(-1\). Starting from \(w=v=\,\uparrow\uparrow\), we get

\[
a=\uparrow\uparrow+\downarrow\downarrow,\qquad b=\uparrow\uparrow-\downarrow\downarrow,\qquad |a|^2=|b|^2=2 .
\]

Here \(T\) is exactly the magnetisation \(\sigma^z_1+\sigma^z_2\). In \(a+b=2\uparrow\uparrow\) its unnormalised expectation is \(8\), and its normalised expectation is \(8/4=2\).

Adding \(-h(\sigma^x_1+\sigma^x_2)\) with \(h>0\) lowers the even ground energy to \(-\sqrt{1+4h^2}\), while the lowest odd energy stays at \(-1\). The ground level is now purely even and the magnetisation vanishes. For small \(h\) the gap is about \(2h^2\), and a solver that does not resolve it can still return a superposition of the two parities.

## The Lean file

```lean
import Mathlib

open Matrix
open scoped ComplexOrder

namespace ConverseSelectionRule

noncomputable section

variable {n : Type*} [Fintype n] [DecidableEq n]

/-- A ground state of `H` is a nonzero eigenvector whose real eigenvalue is at most every
real eigenvalue of `H`. -/
def IsGroundState (H : Matrix n n ℂ) (v : n → ℂ) : Prop :=
  v ≠ 0 ∧ ∃ E : ℝ, H *ᵥ v = (E : ℂ) • v ∧
    ∀ (μ : ℝ) (w : n → ℂ), w ≠ 0 → H *ᵥ w = (μ : ℂ) • w → E ≤ μ

/-- The expectation `v† O v`, for a vector that need not be normalised. -/
def expect (O : Matrix n n ℂ) (v : n → ℂ) : ℂ := star v ⬝ᵥ (O *ᵥ v)

/-- An odd observable is a Hermitian matrix that anticommutes with the symmetry `P`. -/
def IsOddObservable (P O : Matrix n n ℂ) : Prop := O.IsHermitian ∧ P * O = -(O * P)

/-- The observable `|a⟩⟨b| + |b⟩⟨a|` that connects two states. -/
def transitionObs (a b : n → ℂ) : Matrix n n ℂ :=
  vecMulVec a (star b) + vecMulVec b (star a)

omit [DecidableEq n] in
/-- A Hermitian matrix can be moved from one side of the inner product to the other. -/
theorem hermitian_move {P : Matrix n n ℂ} (hP : P.IsHermitian) (v x : n → ℂ) :
    star (P *ᵥ v) ⬝ᵥ x = star v ⬝ᵥ (P *ᵥ x) := by
  rw [Matrix.star_mulVec, hP.eq, Matrix.dotProduct_mulVec]

omit [DecidableEq n] in
/-- An observable that anticommutes with `P` has zero expectation in every state of
definite parity. -/
theorem expect_eq_zero_of_parity {P O : Matrix n n ℂ} (hP : P.IsHermitian)
    (hO : P * O = -(O * P)) {c : ℂ} (hc : c = 1 ∨ c = -1) {v : n → ℂ}
    (hv : P *ᵥ v = c • v) : expect O v = 0 := by
  have h1 : star (P *ᵥ v) ⬝ᵥ (O *ᵥ v) = -(star v ⬝ᵥ (O *ᵥ (P *ᵥ v))) := by
    rw [hermitian_move hP]
    simp only [Matrix.mulVec_mulVec, hO, Matrix.neg_mulVec, dotProduct_neg]
  rw [hv] at h1
  unfold expect
  -- the two signs of the parity cancel, leaving a number equal to its own negative
  rcases hc with rfl | rfl
  · simp only [one_smul] at h1
    linear_combination (1 / 2 : ℂ) * h1
  · simp only [neg_smul, one_smul, star_neg, neg_dotProduct, Matrix.mulVec_neg,
      dotProduct_neg, neg_neg] at h1
    linear_combination (-1 / 2 : ℂ) * h1

omit [DecidableEq n] in
/-- The observable connecting an even state to an odd state is itself odd. -/
theorem transitionObs_odd {P : Matrix n n ℂ} (hP : P.IsHermitian) {a b : n → ℂ}
    (ha : P *ᵥ a = a) (hb : P *ᵥ b = -b) : IsOddObservable P (transitionObs a b) := by
  constructor
  · refine Matrix.IsHermitian.ext fun i j => ?_
    simp only [transitionObs, Matrix.add_apply, vecMulVec_apply, Pi.star_apply, star_add,
      star_mul', star_star]
    ring
  · have ha' := Matrix.star_mulVec P a
    have hb' := Matrix.star_mulVec P b
    rw [hP.eq, ha] at ha'
    rw [hP.eq, hb] at hb'
    rw [transitionObs, mul_add, add_mul, Matrix.mul_vecMulVec, Matrix.mul_vecMulVec,
      Matrix.vecMulVec_mul, Matrix.vecMulVec_mul, ← ha', ← hb', ha, hb]
    ext i j
    simp only [Matrix.add_apply, Matrix.neg_apply, vecMulVec_apply, Pi.star_apply,
      Pi.neg_apply, star_neg]
    ring

omit [DecidableEq n] in
/-- In the superposition `a + b` of an even and an odd state, the connecting observable has
expectation `2 |a|² |b|²`. -/
theorem expect_transitionObs {P : Matrix n n ℂ} (hP : P.IsHermitian) {a b : n → ℂ}
    (ha : P *ᵥ a = a) (hb : P *ᵥ b = -b) :
    expect (transitionObs a b) (a + b) = 2 * (star a ⬝ᵥ a) * (star b ⬝ᵥ b) := by
  -- states of opposite parity are orthogonal
  have hab : star a ⬝ᵥ b = 0 := by
    have h := hermitian_move hP a b
    rw [ha, hb, dotProduct_neg] at h
    linear_combination (1 / 2 : ℂ) * h
  have hba : star b ⬝ᵥ a = 0 := by
    have h := hermitian_move hP b a
    rw [ha, hb, star_neg, neg_dotProduct] at h
    linear_combination (-1 / 2 : ℂ) * h
  have key : ∀ x y w : n → ℂ, vecMulVec x y *ᵥ w = (y ⬝ᵥ w) • x := by
    intro x y w
    ext i
    simp only [Matrix.mulVec, dotProduct, vecMulVec_apply, Pi.smul_apply, smul_eq_mul,
      Finset.sum_mul]
    exact Finset.sum_congr rfl (fun j _ => by ring)
  simp only [expect, transitionObs, Matrix.add_mulVec, key, dotProduct_add, add_dotProduct,
    star_add, dotProduct_smul, smul_eq_mul, hab, hba]
  ring

/-- Every Hermitian matrix on a nonempty finite index set has a ground state. -/
theorem exists_groundState [Nonempty n] {H : Matrix n n ℂ} (hH : H.IsHermitian) :
    ∃ v, IsGroundState H v := by
  obtain ⟨i, hi⟩ := Finite.exists_min hH.eigenvalues
  refine ⟨(hH.eigenvectorBasis i).ofLp, fun h => ?_, hH.eigenvalues i,
    (hH.mulVec_eigenvectorBasis i).trans (by ext j; simp), fun μ w hw hμ => ?_⟩
  · exact hH.eigenvectorBasis.orthonormal.ne_zero i (by ext j; exact congrFun h j)
  · -- every real eigenvalue occurs in the spectral list
    have hmem : μ ∈ spectrum ℝ H := by
      rw [spectrum.mem_iff]
      rintro ⟨u, hu⟩
      have h0 : (algebraMap ℝ (Matrix n n ℂ) μ - H) *ᵥ w = 0 := by
        rw [Matrix.sub_mulVec, hμ, Algebra.algebraMap_eq_smul_one, Matrix.smul_mulVec,
          Matrix.one_mulVec]
        ext j
        simp
      apply hw
      calc w = (((u⁻¹ : (Matrix n n ℂ)ˣ) : Matrix n n ℂ) * (u : Matrix n n ℂ)) *ᵥ w := by
            rw [Units.inv_mul, Matrix.one_mulVec]
        _ = 0 := by rw [← Matrix.mulVec_mulVec, hu, h0, Matrix.mulVec_zero]
    rw [hH.spectrum_real_eq_range_eigenvalues] at hmem
    obtain ⟨j, rfl⟩ := hmem
    exact hi j

omit [DecidableEq n] in
/-- If `P` commutes with `H` and `v` is a ground state, then every nonzero combination
`v + s P v` is a ground state. -/
theorem IsGroundState.project {H P : Matrix n n ℂ} (hc : H * P = P * H) {v : n → ℂ}
    (hv : IsGroundState H v) (s : ℂ) (hne : v + s • (P *ᵥ v) ≠ 0) :
    IsGroundState H (v + s • (P *ᵥ v)) := by
  obtain ⟨_, E, hE, hmin⟩ := hv
  refine ⟨hne, E, ?_, hmin⟩
  have h : H *ᵥ (P *ᵥ v) = (E : ℂ) • (P *ᵥ v) := by
    rw [Matrix.mulVec_mulVec, hc, ← Matrix.mulVec_mulVec, hE, Matrix.mulVec_smul]
  rw [Matrix.mulVec_add, Matrix.mulVec_smul, h, hE]
  module

omit [DecidableEq n] in
/-- The sum of an even and an odd ground state is a ground state in which the observable
connecting the two has nonzero expectation. -/
theorem broken_symmetry {H P : Matrix n n ℂ} (hP : P.IsHermitian) {a b : n → ℂ}
    (hga : IsGroundState H a) (hgb : IsGroundState H b)
    (ha : P *ᵥ a = a) (hb : P *ᵥ b = -b) :
    IsGroundState H (a + b) ∧ expect (transitionObs a b) (a + b) ≠ 0 := by
  obtain ⟨ha0, E, hE, hmin⟩ := hga
  obtain ⟨hb0, F, hF, hmin'⟩ := hgb
  have nz : ∀ x : n → ℂ, x ≠ 0 → star x ⬝ᵥ x ≠ 0 := by
    intro x hx h
    apply hx
    exact dotProduct_star_self_eq_zero.mp h
  have hval : expect (transitionObs a b) (a + b) ≠ 0 := by
    rw [expect_transitionObs hP ha hb]
    exact mul_ne_zero (mul_ne_zero two_ne_zero (nz a ha0)) (nz b hb0)
  -- both energies are minimal, hence equal
  have hEF : F = E := le_antisymm (hmin' E a ha0 hE) (hmin F b hb0 hF)
  rw [hEF] at hF
  refine ⟨⟨fun h0 => hval ?_, E, ?_, hmin⟩, hval⟩
  · rw [h0]
    simp [expect]
  · rw [Matrix.mulVec_add, hE, hF, smul_add]

/-- Converse selection rule: all odd observables have zero expectation in all ground states
if and only if `P` acts on the ground states as one uniquely determined sign. -/
theorem selection_rule_iff [Nonempty n] {H P : Matrix n n ℂ} (hH : H.IsHermitian)
    (hP : P.IsHermitian) (hPP : P * P = 1) (hc : H * P = P * H) :
    (∀ v, IsGroundState H v → ∀ O, IsOddObservable P O → expect O v = 0) ↔
      ∃! c : ℂ, (c = 1 ∨ c = -1) ∧ ∀ v, IsGroundState H v → P *ᵥ v = c • v := by
  constructor
  · intro h
    have hPPv : ∀ x, P *ᵥ (P *ᵥ x) = x := fun x => by
      rw [Matrix.mulVec_mulVec, hPP, Matrix.one_mulVec]
    have key : (∀ v, IsGroundState H v → P *ᵥ v = (1 : ℂ) • v) ∨
        (∀ v, IsGroundState H v → P *ᵥ v = (-1 : ℂ) • v) := by
      by_cases h1 : ∀ v, IsGroundState H v → P *ᵥ v = (1 : ℂ) • v
      · exact Or.inl h1
      refine Or.inr fun w hw => ?_
      by_contra hne
      refine h1 fun v hv => ?_
      by_contra hne'
      -- project out an even and an odd ground state
      have ha := hw.project hc 1 (fun h0 => hne (by
        linear_combination (norm := module) h0))
      have hb := hv.project hc (-1) (fun h0 => hne' (by
        linear_combination (norm := module) (-1 : ℂ) • h0))
      have pa : P *ᵥ (w + (1 : ℂ) • (P *ᵥ w)) = w + (1 : ℂ) • (P *ᵥ w) := by
        rw [Matrix.mulVec_add, Matrix.mulVec_smul, hPPv]
        module
      have pb : P *ᵥ (v + (-1 : ℂ) • (P *ᵥ v)) = -(v + (-1 : ℂ) • (P *ᵥ v)) := by
        rw [Matrix.mulVec_add, Matrix.mulVec_smul, hPPv]
        module
      have hbr := broken_symmetry hP ha hb pa pb
      exact hbr.2 (h _ hbr.1 _ (transitionObs_odd hP pa pb))
    -- an actual ground state fixes the sign
    obtain ⟨g, hg⟩ := exists_groundState hH
    have uniq : ∀ c d : ℂ, P *ᵥ g = c • g → P *ᵥ g = d • g → c = d :=
      fun c d h1 h2 => smul_left_injective ℂ hg.1 (h1.symm.trans h2)
    rcases key with k | k
    · exact ⟨1, ⟨Or.inl rfl, k⟩, fun d hd => uniq d 1 (hd.2 g hg) (k g hg)⟩
    · exact ⟨-1, ⟨Or.inr rfl, k⟩, fun d hd => uniq d (-1) (hd.2 g hg) (k g hg)⟩
  · rintro ⟨c, ⟨hc1, hv⟩, _⟩ v hg O hO
    exact expect_eq_zero_of_parity hP hO.2 hc1 (hv v hg)

/-- The energies `0, 0, 1` of a three-level system. -/
def levels : Fin 3 → ℝ := ![0, 0, 1]

/-- The diagonal Hamiltonian with energies `0, 0, 1`. -/
def levelH : Matrix (Fin 3) (Fin 3) ℂ := diagonal fun i => (levels i : ℂ)

/-- The diagonal symmetry with parities `1, 1, -1`. -/
def levelP : Matrix (Fin 3) (Fin 3) ℂ := diagonal ![1, 1, -1]

/-- The three-level system meets the hypotheses of the selection rule, has two different
basis vectors as ground states, and `P` leaves all its ground states unchanged. -/
theorem degenerate_witness :
    levelH.IsHermitian ∧ levelP.IsHermitian ∧ levelP * levelP = 1 ∧
      levelH * levelP = levelP * levelH ∧
      IsGroundState levelH ![1, 0, 0] ∧ IsGroundState levelH ![0, 1, 0] ∧
      ∀ v, IsGroundState levelH v → levelP *ᵥ v = v := by
  have comp : ∀ (μ : ℝ) (w : Fin 3 → ℂ), levelH *ᵥ w = (μ : ℂ) • w →
      ∀ i, w i ≠ 0 → levels i = μ := by
    intro μ w h i hi
    have h1 : (levels i : ℂ) * w i = (μ : ℂ) * w i :=
      (Matrix.mulVec_diagonal _ _ i).symm.trans (congrFun h i)
    exact_mod_cast mul_right_cancel₀ hi h1
  have low : ∀ (μ : ℝ) (w : Fin 3 → ℂ), w ≠ 0 → levelH *ᵥ w = (μ : ℂ) • w → 0 ≤ μ := by
    intro μ w hw h
    obtain ⟨i, hi⟩ := Function.ne_iff.mp hw
    rw [← comp μ w h i hi]
    fin_cases i <;> simp [levels]
  have g0 : IsGroundState levelH ![1, 0, 0] := by
    refine ⟨fun h => by simpa using congrFun h 0, 0, ?_, low⟩
    ext i
    fin_cases i <;> simp [levelH, levels, Matrix.mulVec_diagonal]
  have g1 : IsGroundState levelH ![0, 1, 0] := by
    refine ⟨fun h => by simpa using congrFun h 1, 0, ?_, low⟩
    ext i
    fin_cases i <;> simp [levelH, levels, Matrix.mulVec_diagonal]
  refine ⟨?_, ?_, ?_, ?_, g0, g1, ?_⟩
  · refine Matrix.IsHermitian.ext fun i j => ?_
    fin_cases i <;> fin_cases j <;> simp [levelH, levels]
  · refine Matrix.IsHermitian.ext fun i j => ?_
    fin_cases i <;> fin_cases j <;> simp [levelP]
  · rw [levelP, Matrix.diagonal_mul_diagonal]
    ext i j
    fin_cases i <;> fin_cases j <;> simp
  · simp only [levelH, levelP, Matrix.diagonal_mul_diagonal, mul_comm]
  · rintro v ⟨_, E, hE, hmin⟩
    -- the excited component of a ground state vanishes
    have hE0 : E ≤ 0 := by
      obtain ⟨h0, F, hF, hminF⟩ := g0
      have hF0 : levels 0 = F := comp F _ hF 0 (by simp)
      have hle := hmin F _ h0 hF
      simp [levels] at hF0
      linarith
    have hv2 : v 2 = 0 := by
      by_contra h2
      have h3 := comp E v hE 2 h2
      simp [levels] at h3
      linarith
    ext i
    fin_cases i <;> simp [levelP, Matrix.mulVec_diagonal, hv2]

end

end ConverseSelectionRule
```

```lean
#print axioms ConverseSelectionRule.selection_rule_iff
```

```
'ConverseSelectionRule.selection_rule_iff' depends on axioms: [propext, Classical.choice, Quot.sound]
```

## Reading `selection_rule_iff`

The finite type `n` labels the basis states, and `Matrix n n ℂ` holds the operators. `IsGroundState H v` requires a nonzero eigenvector whose real eigenvalue is at most every real eigenvalue of `H`; for Hermitian `H` these are all the eigenvalues. `expect O v` is \(v^\dagger Ov\) without normalisation, which does not affect whether it vanishes. `IsOddObservable P O` combines Hermiticity with anticommutation. The right-hand side, `∃! c : ℂ`, states that exactly one number is both \(\pm1\) and the action of `P` on every ground state.

`expect_eq_zero_of_parity` is the first step of the derivation, with `hermitian_move` carrying `P` across the inner product. `IsGroundState.project` shows that nonzero parity projections remain ground states. `transitionObs_odd` and `expect_transitionObs` establish the properties of \(T\), and `broken_symmetry` equates the energies and adds the states. The main proof splits on whether `P` is \(1\) on all ground states; if not, two arguments by contradiction supply the \(v\) and \(w\) used above. `exists_groundState` picks the smallest entry of the spectral list and gives uniqueness of the sign.

`degenerate_witness` treats energies \(0,0,1\) with parities \(1,1,-1\). Its ground level is doubly degenerate, yet `P` fixes every ground state, so the selection rule does not require a nondegenerate ground state.

## Exact levels, all odd observables, pure states

The theorem concerns exact eigenvectors of finite matrices, not floating-point output or the thermodynamic limit. The theorem assumes that \(H\) and \(P\) commute, and its proof uses this, but the equivalence holds without it (a remark not proved in the Lean file). If a ground state \(v\) has no definite parity, then \(a=v+Pv\) and \(b=v-Pv\) are nonzero, and \(T\) has a nonzero expectation in \(a+b=2v\). If every ground state has definite parity, both signs cannot occur, since the sum of an even and an odd ground state would have none. What the symmetry adds is that a nondegenerate ground level always meets the condition; a field or boundary term that breaks the symmetry removes this guarantee. For the converse, a single odd observable is in general not enough: if the expectation of one chosen order parameter vanishes in every ground state, that of another may not.

The ground level could also have been modelled by its equal mixture, \(\rho=\Pi/\operatorname{tr}\Pi\), where \(\Pi\) projects onto the lowest eigenspace. Since \(\Pi\) commutes with \(P\), \(\operatorname{tr}(\rho O)=0\) for every odd \(O\), whatever the parities in the level. The equivalence would then be lost, because the opposite expectations of \(O\) in \(v\) and \(Pv\) cancel in the mixture.
